# Two-sided exponential bounds on the Majorana splitting of an open Kitaev chain with equal hopping and pairing and |μ| < 2t

The chain enters the Lean file as a real $N\times N$ matrix, with no fermion operators, and its Majorana splitting is represented by the smallest singular value of that matrix. The link to the Hamiltonian is a short calculation by hand. Take an open chain of spinless fermions $c_j$, $j=0,\dots,N-1$, with chemical potential $\mu$, real hopping $t$ and pairing equal to $t$:

$$H=-\mu\sum_{j=0}^{N-1}\left(c_j^\dagger c_j-\tfrac12\right)+t\sum_{j=0}^{N-2}\left(-c_j^\dagger c_{j+1}+c_jc_{j+1}+\text{h.c.}\right).$$

With the Majorana operators $a_j=c_j+c_j^\dagger$ and $b_j=-i(c_j-c_j^\dagger)$ this becomes

$$H=\frac i2\sum_{j,k}b_j\,M_{jk}\,a_k,\qquad M_{jj}=\mu,\quad M_{j,j+1}=2t,$$

with all other entries zero. Orthogonal rotations of the $a_j$ and of the $b_j$ bring $M$ to its singular values $s_k$, and each mode then contributes $\pm s_k/2$ to the energy. The smallest singular value $\sigma$ is therefore the energy difference between the two lowest states, which for $|\mu|<2t$ differ in the occupation of the mode shared by the two ends.

```lean
import Mathlib

open Matrix

namespace MajoranaSplitting
```

## The block and its smallest singular value

In `kitaevBlock N t μ` the row index belongs to $b$ and the column index to $a$. Sites are numbered from $0$, as in `Fin N`.

```lean
/-- The block that couples the two Majorana species in the open Kitaev chain with pairing equal to
the hopping `t`: `μ` on the diagonal and `2t` just above it. -/
def kitaevBlock (N : ℕ) (t μ : ℝ) : Matrix (Fin N) (Fin N) ℝ :=
  Matrix.of fun i j => (if i = j then μ else 0) + (if (i : ℕ) + 1 = j then 2 * t else 0)
```

Lengths are Euclidean, $|v|=\big(\sum_j v_j^2\big)^{1/2}$. The detour through `EuclideanSpace` is needed because the default norm on functions in Mathlib is the maximum norm.

```lean
/-- The Euclidean length of a real amplitude on the chain. -/
noncomputable def len {n : ℕ} (v : Fin n → ℝ) : ℝ :=
  ‖(WithLp.toLp 2 v : EuclideanSpace ℝ (Fin n))‖
```

If $x$ is a unit vector with components $\xi_k$ along the right singular vectors, then $|Mx|^2=\sum_k s_k^2\xi_k^2\ge\sigma^2$, with equality for the lowest one. The file takes this variational characterisation as its definition: $\sigma$ is the least element of the set of values $|Ax|$ with $|x|=1$. `IsLeast` requires that the value is attained.

```lean
/-- `σ` is the smallest singular value of `A`: the least length of `Ax` over unit vectors `x`. -/
def IsSmallestSingularValue {n : ℕ} (A : Matrix (Fin n) (Fin n) ℝ) (σ : ℝ) : Prop :=
  IsLeast {s | ∃ x, len x = 1 ∧ len (A *ᵥ x) = s} σ
```

The open end means that the amplitude is zero from site $N$ onwards.

```lean
/-- The amplitude on the chain, continued by zero beyond its last site. -/
def openEnd {N : ℕ} (v : Fin N → ℝ) (j : ℕ) : ℝ := if h : j < N then v ⟨j, h⟩ else 0
```

The estimates use four properties of the length. It is non-negative:

```lean
lemma len_nonneg {n : ℕ} (v : Fin n → ℝ) : 0 ≤ len v := norm_nonneg _
```

Its square is the scalar product $v\cdot v$:

```lean
lemma len_sq {n : ℕ} (v : Fin n → ℝ) : len v ^ 2 = v ⬝ᵥ v := by
  rw [len, EuclideanSpace.norm_sq_eq]
  simp [dotProduct, sq]
```

It scales as $|cv|=|c|\,|v|$:

```lean
lemma len_smul {n : ℕ} (c : ℝ) (v : Fin n → ℝ) : len (c • v) = |c| * len v := by
  simp [len, norm_smul]
```

It obeys the triangle inequality $|v-w|\le|v|+|w|$:

```lean
lemma len_sub_le {n : ℕ} (v w : Fin n → ℝ) : len (v - w) ≤ len v + len w := by
  simp only [len, WithLp.toLp_sub]
  exact norm_sub_le _ _
```

## The minimum is attained

The function $x\mapsto|Ax|$ is continuous, and the unit sphere in $n\ge1$ dimensions is compact and non-empty. The function therefore has a minimiser on the sphere, and its value there is the smallest singular value. In the proof, `exists_isMinOn` supplies the minimiser, and the first basis vector shows that the sphere is non-empty.

```lean
/-- A real square matrix of positive size has a smallest singular value. -/
theorem exists_smallest {n : ℕ} (hn : 1 ≤ n) (A : Matrix (Fin n) (Fin n) ℝ) :
    ∃ σ, IsSmallestSingularValue A σ := by
  have hc : Continuous fun x : EuclideanSpace ℝ (Fin n) => len (A *ᵥ x.ofLp) :=
    (Matrix.toEuclideanLin A).continuous_of_finiteDimensional.norm
  -- the unit sphere is compact
  obtain ⟨x, hx, hmin⟩ := (isCompact_sphere (0 : EuclideanSpace ℝ (Fin n)) 1).exists_isMinOn
    ⟨EuclideanSpace.single ⟨0, hn⟩ 1, by simp⟩ hc.continuousOn
  refine ⟨len (A *ᵥ x.ofLp), ⟨x.ofLp, by simpa [len] using hx, rfl⟩, ?_⟩
  rintro _ ⟨y, hy, rfl⟩
  exact hmin (show WithLp.toLp 2 y ∈ Metric.sphere (0 : EuclideanSpace ℝ (Fin n)) 1 by
    simpa [len] using hy)
```

## A recurrence along the chain

Row $i$ of $M$ has at most two non-zero entries, so

$$(Mv)_i=\mu v_i+2t\,v_{i+1},\qquad v_N=0.$$

The proof splits the row sum into its diagonal and upper parts. The upper part has one surviving term if $i+1<N$ and none at the last site.

```lean
/-- The block acts as a two-term recurrence along the chain with an open end. -/
theorem kitaevBlock_mulVec {N : ℕ} (t μ : ℝ) (v : Fin N → ℝ) (i : Fin N) :
    (kitaevBlock N t μ *ᵥ v) i = μ * v i + 2 * t * openEnd v (i + 1) := by
  have h2 : ∑ j : Fin N, (if (i : ℕ) + 1 = j then 2 * t else 0) * v j
      = 2 * t * openEnd v (i + 1) := by
    by_cases h : (i : ℕ) + 1 < N
    · rw [Finset.sum_eq_single (⟨i + 1, h⟩ : Fin N)]
      · simp [openEnd, h]
      · intro j _ hj
        have hne : (i : ℕ) + 1 ≠ j := fun e => hj (Fin.ext e.symm)
        simp [hne]
      · simp
    · have hne : ∀ j : Fin N, (i : ℕ) + 1 ≠ j := fun j => by have := j.isLt; omega
      simp [openEnd, h, hne]
  simp only [kitaevBlock, Matrix.mulVec, dotProduct, Matrix.of_apply, add_mul,
    Finset.sum_add_distrib, h2]
  simp
```

## An inequality between amplitude and residual

From here on $a$ is a real number and not a Majorana operator. Let $|\mu|<a$, let $u_n=0$, and write $w_j=\mu u_j+a u_{j+1}$. With $U=|(u_0,\dots,u_{n-1})|$ and $W=|(w_0,\dots,w_{n-1})|$, the claim is

$$(a-|\mu|)\,|\mu|^n\,U\le(a^n-|\mu|^n)\,W .$$

For $n=0$ both sides vanish. For the step to $n+1$, suppose $u_{n+1}=0$, and let $U$ and $W$ now run over the sites $0,\dots,n$. Put $V=|(u_1,\dots,u_n)|$. The shifted sequence $u_{j+1}$ vanishes at $j=n$, so the induction hypothesis applies to it. Its residual $(w_1,\dots,w_n)$ is part of the full one and is no longer than $W$, hence

$$(a-|\mu|)\,|\mu|^n\,V\le(a^n-|\mu|^n)\,W .$$

Since $\mu u_j=w_j-a u_{j+1}$, the triangle inequality gives $|\mu|\,U\le W+aV$. Multiplying this by $(a-|\mu|)|\mu|^n$ and inserting the previous bound yields

$$(a-|\mu|)|\mu|^{n+1}U\le\big[(a-|\mu|)|\mu|^n+a(a^n-|\mu|^n)\big]W=(a^{n+1}-|\mu|^{n+1})\,W .$$

In the code, `h1` is the induction hypothesis for the shifted sequence, `hV` removes the vanishing last amplitude, `hW` compares the residuals and `hT` is the triangle inequality. The closing `linear_combination` adds the two multiplied inequalities. There is no division by $\mu$, so $\mu=0$ is allowed, but for $n\ge1$ the left side is then zero and the inequality says nothing about $U$.

```lean
/-- For `|μ| < a` and `u_n = 0`, the length `U` of `u` and the length `W` of the residual
`μ u_j + a u_{j+1}`, both taken over the sites `j < n`, satisfy
`(a - |μ|) |μ|^n U ≤ (a^n - |μ|^n) W`. -/
theorem amplitude_bound {a μ : ℝ} (ha : |μ| < a) (n : ℕ) : ∀ u : ℕ → ℝ, u n = 0 →
    (a - |μ|) * |μ| ^ n * len (fun i : Fin n => u i) ≤
      (a ^ n - |μ| ^ n) * len (fun i : Fin n => μ * u i + a * u (i + 1)) := by
  induction n with
  | zero => intro u _; simp [len, EuclideanSpace.norm_eq]
  | succ n ih =>
    intro u hu
    have ha0 : 0 < a := (abs_nonneg μ).trans_lt ha
    have h1 : (a - |μ|) * |μ| ^ n * len (fun i : Fin n => u (i + 1)) ≤
        (a ^ n - |μ| ^ n) * len (fun i : Fin n => μ * u (i + 1) + a * u (i + 1 + 1)) :=
      ih (fun j => u (j + 1)) hu
    have hV : len (fun i : Fin (n + 1) => u (i + 1)) = len (fun i : Fin n => u (i + 1)) := by
      simp [len, EuclideanSpace.norm_eq, Fin.sum_univ_castSucc, hu]
    have hW : len (fun i : Fin n => μ * u (i + 1) + a * u (i + 1 + 1)) ≤
        len (fun i : Fin (n + 1) => μ * u i + a * u (i + 1)) := by
      refine (le_abs_self _).trans (abs_le_of_sq_le_sq ?_ (len_nonneg _))
      rw [len_sq, len_sq]
      simp only [dotProduct, Fin.sum_univ_succ, Fin.val_succ]
      exact le_add_of_nonneg_left (mul_self_nonneg _)
    -- triangle inequality for one step along the chain
    have hT : |μ| * len (fun i : Fin (n + 1) => u i) ≤
        len (fun i : Fin (n + 1) => μ * u i + a * u (i + 1))
          + a * len (fun i : Fin (n + 1) => u (i + 1)) := by
      have e : (fun i : Fin (n + 1) => μ * u i + a * u (i + 1))
          - a • (fun i : Fin (n + 1) => u (i + 1)) = μ • fun i : Fin (n + 1) => u i := by
        ext i; simp
      rw [← len_smul, ← e, ← abs_of_pos ha0, ← len_smul, abs_of_pos ha0]
      exact len_sub_le _ _
    rw [hV] at hT
    have h2 := h1.trans (mul_le_mul_of_nonneg_left hW
      (sub_nonneg.2 (pow_le_pow_left₀ (abs_nonneg μ) ha.le n)))
    have h3 := mul_le_mul_of_nonneg_left hT
      (mul_nonneg (sub_pos.2 ha).le (pow_nonneg (abs_nonneg μ) n))
    have h4 := mul_le_mul_of_nonneg_left h2 ha0.le
    linear_combination h3 + h4
```

Now set $a=2t$, $n=N$ and $r=|\mu|/(2t)$. The residual is $Mv$, and division by $(2t)^N$ gives

$$(2t-|\mu|)\,r^N\,|v|\le(1-r^N)\,|Mv| .$$

The lower bound in the final theorem follows by taking a unit vector $v$ and replacing $1-r^N$ by $1$. For $\mu\ne0$ this gives up a factor $1/(1-r^N)$, which is large when $r^N$ is close to $1$.

```lean
/-- For `|μ| < 2t` and `r = |μ|/(2t)`, the block `M` satisfies `(2t - |μ|) r^N |v| ≤ (1 - r^N) |Mv|`
for every amplitude `v`. -/
theorem block_lower {N : ℕ} {t μ : ℝ} (ht : |μ| < 2 * t) (v : Fin N → ℝ) :
    (2 * t - |μ|) * (|μ| / (2 * t)) ^ N * len v ≤
      (1 - (|μ| / (2 * t)) ^ N) * len (kitaevBlock N t μ *ᵥ v) := by
  have hb := amplitude_bound ht N (openEnd v) (by simp [openEnd])
  have hv : (fun i : Fin N => openEnd v i) = v := by ext i; simp [openEnd]
  have hM : (fun i : Fin N => μ * openEnd v i + 2 * t * openEnd v (i + 1))
      = kitaevBlock N t μ *ᵥ v := by
    ext i
    rw [kitaevBlock_mulVec, congrFun hv i]
  rw [hM, hv] at hb
  have hA : 0 < (2 * t) ^ N := pow_pos ((abs_nonneg μ).trans_lt ht) N
  have e : (2 * t) ^ N * (|μ| / (2 * t)) ^ N = |μ| ^ N := by
    rw [div_pow, mul_comm, div_mul_cancel₀ _ hA.ne']
  refine le_of_mul_le_mul_left ?_ hA
  linear_combination hb + ((2 * t - |μ|) * len v + len (kitaevBlock N t μ *ᵥ v)) * e
```

## The edge profile as a trial vector

An amplitude that decays from the left end solves the recurrence almost everywhere. Put $N=n+1$, $q=-\mu/(2t)$ and $x_j=q^j$. On every site before the last,

$$(Mx)_i=q^i(\mu+2tq)=0,$$

while the last site has no right neighbour and leaves $(Mx)_n=\mu q^n$. Hence

$$|Mx|^2=\mu^2q^{2n}=\big(2t\,r^{\,n+1}\big)^2 .$$

These two cases are `hbulk` and `hlast`. The lemma compares squares, which makes it valid for either sign of $t$.

The vector $x$ is not normalised. For $|\mu|<2t$ its squared length is $(1-r^{2N})/(1-r^2)$, so the normalised profile has a residual of length $2t\,r^N\sqrt{(1-r^2)/(1-r^{2N})}$. The proof needs only that this is at most $2t\,r^N$.

```lean
/-- For `t ≠ 0`, the block maps the edge profile `(-μ/2t)^j` on `n + 1` sites to a residual whose
squared length is `(2t (|μ|/2t)^(n+1))²`. -/
theorem edge_residual (n : ℕ) {t : ℝ} (μ : ℝ) (ht : t ≠ 0) :
    len (kitaevBlock (n + 1) t μ *ᵥ fun i => (-μ / (2 * t)) ^ (i : ℕ)) ^ 2
      = (2 * t * (|μ| / (2 * t)) ^ (n + 1)) ^ 2 := by
  have hq : 2 * t * (-μ / (2 * t)) = -μ := by field_simp
  have hr : 2 * t * (|μ| / (2 * t)) = |μ| := by field_simp
  have hqr : (-μ / (2 * t)) ^ 2 = (|μ| / (2 * t)) ^ 2 := by
    rw [div_pow, div_pow, neg_sq, sq_abs]
  have hμ2 := sq_abs μ
  generalize -μ / (2 * t) = q at *
  generalize |μ| / (2 * t) = r at *
  -- the recurrence cancels on every site but the last
  have hbulk : ∀ i : Fin n,
      (kitaevBlock (n + 1) t μ *ᵥ fun i => q ^ (i : ℕ)) i.castSucc = 0 := by
    intro i
    have hi : openEnd (fun i : Fin (n + 1) => q ^ (i : ℕ)) ((i.castSucc : ℕ) + 1)
        = q ^ ((i : ℕ) + 1) := by simp [openEnd]
    rw [kitaevBlock_mulVec, hi, Fin.val_castSucc]
    linear_combination q ^ (i : ℕ) * hq
  have hlast : (kitaevBlock (n + 1) t μ *ᵥ fun i => q ^ (i : ℕ)) (Fin.last n) = μ * q ^ n := by
    rw [kitaevBlock_mulVec]
    simp [openEnd]
  rw [len_sq, dotProduct, Fin.sum_univ_castSucc, hlast]
  simp only [hbulk, mul_zero, Finset.sum_const_zero, zero_add]
  calc μ * q ^ n * (μ * q ^ n) = μ ^ 2 * (q ^ 2) ^ n := by ring
    _ = (2 * t * r) ^ 2 * (r ^ 2) ^ n := by rw [hqr, hr, hμ2]
    _ = _ := by ring
```

## Both bounds together

The theorem says that for $N\ge1$ and $|\mu|<2t$ the block has a smallest singular value $\sigma$, and

$$(2t-|\mu|)\,r^N\le\sigma\le2t\,r^N,\qquad r=\frac{|\mu|}{2t}.$$

The hypothesis `|μ| < 2 * t` contains $t>0$. Physically it places the chain in the topological phase, where $2t-|\mu|$ is the bulk gap of the infinite chain. At $\mu=0$ both bounds are zero and the splitting vanishes. For $\mu\ne0$ it is positive and falls exponentially with $N$, neither faster nor slower than $r^N$ up to a constant factor.

For the lower bound, the proof takes the unit vector at which $\sigma$ is attained and applies `block_lower` to it. For the upper bound it uses the edge profile. Because $x_0=1$, we have $|x|\ge1$, and minimality gives

$$\sigma\le\frac{|Mx|}{|x|}\le|Mx|=2t\,r^N .$$

For $N=1$ the block is the number $\mu$, and $\sigma=|\mu|$ equals the upper bound.

```lean
/-- **Exponential Majorana splitting.** For `|μ| < 2t` and `N ≥ 1`, the smallest singular value
of the block lies between `(2t - |μ|) r^N` and `2t r^N`, where `r = |μ|/(2t)`. -/
theorem majorana_splitting {N : ℕ} (hN : 1 ≤ N) {t μ : ℝ} (ht : |μ| < 2 * t) :
    ∃ σ, IsSmallestSingularValue (kitaevBlock N t μ) σ ∧
      (2 * t - |μ|) * (|μ| / (2 * t)) ^ N ≤ σ ∧ σ ≤ 2 * t * (|μ| / (2 * t)) ^ N := by
  obtain ⟨σ, hσ⟩ := exists_smallest hN (kitaevBlock N t μ)
  have ht0 : 0 < t := by linarith [abs_nonneg μ]
  have hp : 0 ≤ (|μ| / (2 * t)) ^ N := by positivity
  refine ⟨σ, hσ, ?_, ?_⟩
  · obtain ⟨y, hy, rfl⟩ := hσ.1
    have h := block_lower ht y
    rw [hy] at h
    nlinarith [mul_nonneg hp (len_nonneg (kitaevBlock N t μ *ᵥ y))]
  · obtain ⟨n, rfl⟩ : ∃ n, N = n + 1 := ⟨N - 1, by omega⟩
    have hres := edge_residual n μ ht0.ne'
    -- the edge profile is a trial vector of length at least one
    have h1 : 1 ≤ len (fun i : Fin (n + 1) => (-μ / (2 * t)) ^ (i : ℕ)) := by
      have h2 : 1 ≤ len (fun i : Fin (n + 1) => (-μ / (2 * t)) ^ (i : ℕ)) ^ 2 := by
        rw [len_sq, dotProduct, Fin.sum_univ_succ]
        have h0 : 0 ≤ ∑ i : Fin n,
            (-μ / (2 * t)) ^ (i.succ : ℕ) * (-μ / (2 * t)) ^ (i.succ : ℕ) :=
          Finset.sum_nonneg fun i _ => mul_self_nonneg _
        simpa using h0
      nlinarith [len_nonneg (fun i : Fin (n + 1) => (-μ / (2 * t)) ^ (i : ℕ))]
    generalize (fun i : Fin (n + 1) => (-μ / (2 * t)) ^ (i : ℕ)) = x at hres h1
    have hx : 0 < len x := one_pos.trans_le h1
    have h := hσ.2 ⟨(len x)⁻¹ • x, by
      rw [len_smul, abs_of_pos (inv_pos.2 hx), inv_mul_cancel₀ hx.ne'], rfl⟩
    rw [Matrix.mulVec_smul, len_smul, abs_of_pos (inv_pos.2 hx)] at h
    exact (h.trans (mul_le_of_le_one_left (len_nonneg _) (inv_le_one_of_one_le₀ h1))).trans
      ((le_abs_self _).trans (abs_le_of_sq_le_sq hres.le (by positivity)))

end MajoranaSplitting
```

```lean
#print axioms MajoranaSplitting.majorana_splitting
```

```
'MajoranaSplitting.majorana_splitting' depends on axioms: [propext, Classical.choice, Quot.sound]
```

## When the hypotheses fail

The bounds are written for $t>0$, and for negative $t$ the condition $|\mu|<2|t|$ does not make them true as they stand. Take $N=1$, $t=-1$, $\mu=1$. Then $\sigma=1$ and $r=-\tfrac12$, but the lower bound would read $(-2-1)\cdot(-\tfrac12)=\tfrac32\le1$, which is false. This is a matter of the formula and not of the physics: reversing the sign of every second component of both $x$ and $Mx$ turns $t$ into $-t$ and leaves $\sigma$ unchanged, so for $t<0$ the bounds hold with $|t|$ in place of $t$.

For $t>0$ and $|\mu|\ge2t$ the two inequalities remain true but say little, since the lower bound is no longer positive and the upper one no longer decreases with $N$. The exponential decay itself is lost for $|\mu|>2t$: the triangle inequality gives $\sigma\ge|\mu|-2t$ at every length, so with $t=1$ and $\mu=3$ the value never falls below $1$.

For $N=0$ there is no unit vector, so the set of values is empty and has no least element.

## Range of the model

For this clean, non-interacting chain with pairing equal to hopping, the upper bound gives a length that suffices to push the splitting below a chosen tolerance, and the lower bound gives a check on numerically computed splittings. Unequal pairing and hopping would in general add a second off-diagonal to $M$, and disorder would make its entries depend on the site; the theorem treats neither, nor does it treat interactions. The passage from $H$ to $M$ in the opening paragraphs is likewise an argument by hand, while the file begins with the matrix.
